# Equal eigenspace dimensions at nonzero eigenvalues for a projected site indicator and the projector's block on those sites

On a finite set of sites, let `P` be an idempotent complex matrix, not assumed Hermitian, and let D be the diagonal matrix that is 1 on the sites of `S` and 0 elsewhere. In physical terms D is an impurity potential of unit strength on `S`, and PDP is that potential projected by `P`. The theorem `finrank_projected_indicator` states that, for every complex `x ≠ 0`, the eigenspace of PDP at `x` has the same dimension as that of the principal submatrix of `P` on `S`; both dimensions may be zero. The attempt takes the preceding theorem, which allows any strengths `v`, sets them all to 1, and asks `simpa` to remove the diagonal factor that is left over.

In Lean, a first try:

```lean
import Mathlib

open Matrix

namespace FinrankProjectedIndicator

noncomputable section

variable {m n : Type*} [Fintype m] [DecidableEq m] [Fintype n] [DecidableEq n]

/-- The space of all states `ψ` with `M ψ = x ψ`. -/
def levelSpace (M : Matrix n n ℂ) (x : ℂ) : Submodule ℂ (n → ℂ) :=
  Module.End.eigenspace (Matrix.toLin' M) x

/-- The on-site potential of impurities with strengths `v` on the sites of `S`. -/
def impurity (S : Finset n) (v : n → ℂ) : Matrix n n ℂ :=
  Matrix.diagonal fun i => if i ∈ S then v i else 0

/-- The principal submatrix of `P` on the sites of `S`. -/
def siteBlock (P : Matrix n n ℂ) (S : Finset n) : Matrix S S ℂ :=
  P.submatrix Subtype.val Subtype.val

/-- A state belongs to the level space exactly when it solves the eigenvalue equation. -/
theorem mem_levelSpace {M : Matrix n n ℂ} {x : ℂ} {ψ : n → ℂ} :
    ψ ∈ levelSpace M x ↔ M *ᵥ ψ = x • ψ := by
  rw [levelSpace, Module.End.mem_eigenspace_iff, Matrix.toLin'_apply]

/-- For `x ≠ 0`, the level space of `A B` at `x` is no larger than that of `B A`. -/
theorem finrank_levelSpace_mul_le (A : Matrix m n ℂ) (B : Matrix n m ℂ) {x : ℂ}
    (hx : x ≠ 0) :
    Module.finrank ℂ (levelSpace (A * B) x) ≤ Module.finrank ℂ (levelSpace (B * A) x) := by
  -- `B` carries eigenvectors of `A B` to eigenvectors of `B A`
  have hB : ∀ ψ ∈ levelSpace (A * B) x, Matrix.mulVecLin B ψ ∈ levelSpace (B * A) x := by
    intro ψ hψ
    rw [mem_levelSpace] at hψ ⊢
    rw [Matrix.mulVecLin_apply, ← Matrix.mulVec_smul, ← hψ]
    simp only [Matrix.mulVec_mulVec, Matrix.mul_assoc]
  refine LinearMap.finrank_le_finrank_of_injective
    (f := (Matrix.mulVecLin B).restrict hB) ?_
  -- no eigenvector is lost, because `A` brings it back multiplied by `x`
  intro ψ φ h
  have h' : B *ᵥ ψ.1 = B *ᵥ φ.1 := congrArg Subtype.val h
  have e : x • ψ.1 = x • φ.1 := by
    rw [← mem_levelSpace.1 ψ.2, ← mem_levelSpace.1 φ.2, ← Matrix.mulVec_mulVec,
      ← Matrix.mulVec_mulVec, h']
  exact Subtype.ext (smul_right_injective _ hx e)

/-- The projected impurity potential factors through the impurity sites. -/
theorem projected_factor (P : Matrix n n ℂ) (S : Finset n) (v : n → ℂ) :
    P * impurity S v * P =
      (P.submatrix id (Subtype.val : S → n) * Matrix.diagonal (fun s : S => v s)) *
        P.submatrix (Subtype.val : S → n) id := by
  ext i j
  rw [Matrix.mul_apply, Matrix.mul_apply]
  simp only [impurity, Matrix.mul_diagonal, Matrix.submatrix_apply, id_eq, mul_ite,
    ite_mul, mul_zero, zero_mul]
  rw [Finset.sum_ite_mem, Finset.univ_inter]
  exact (Finset.sum_coe_sort S (fun k => P i k * v k * P k j)).symm

/-- Let `P` be idempotent and let impurities of strengths `v` sit on `S`. At every `x ≠ 0` the
projected potential `P V P` has the same number of independent states as the small matrix
`P_SS diag(v)` on the impurity sites. -/
theorem finrank_projected_impurity {P : Matrix n n ℂ} (hP : P * P = P) (S : Finset n)
    (v : n → ℂ) {x : ℂ} (hx : x ≠ 0) :
    Module.finrank ℂ (levelSpace (P * impurity S v * P) x) =
      Module.finrank ℂ
        (levelSpace (siteBlock P S * Matrix.diagonal (fun s : S => v s)) x) := by
  -- idempotency closes the sum over all sites in the reversed product
  have hblock : P.submatrix (Subtype.val : S → n) id *
      P.submatrix id (Subtype.val : S → n) = siteBlock P S := by
    ext i j
    have h := congrArg (fun M : Matrix n n ℂ => M i.1 j.1) hP
    simpa [Matrix.mul_apply, siteBlock] using h
  rw [projected_factor, ← hblock, Matrix.mul_assoc (P.submatrix (Subtype.val : S → n) id)]
  exact le_antisymm (finrank_levelSpace_mul_le _ _ hx) (finrank_levelSpace_mul_le _ _ hx)

/-- For an idempotent `P` and the indicator matrix `D` of `S`, the eigenspaces of `P D P` and
of the principal submatrix of `P` on `S` have equal dimension at every `x ≠ 0`. -/
theorem finrank_projected_indicator {P : Matrix n n ℂ} (hP : P * P = P) (S : Finset n)
    {x : ℂ} (hx : x ≠ 0) :
    Module.finrank ℂ (levelSpace (P * impurity S (fun _ => 1) * P) x) =
      Module.finrank ℂ (levelSpace (siteBlock P S) x) := by
  have h := finrank_projected_impurity hP S (fun _ => 1) hx
  simpa only [Matrix.diagonal_one, Matrix.mul_one] using h

end

end FinrankProjectedIndicator
```

The compiler's answer:

```
Main.lean:84:2: error: Type mismatch: After simplification, term
  h
 has type
  Module.finrank ℂ ↥(levelSpace ((P * impurity S fun x => 1) * P) x) =
    Module.finrank ℂ ↥(levelSpace (siteBlock P S * 1) x)
but is expected to have type
  Module.finrank ℂ ↥(levelSpace ((P * impurity S fun x => 1) * P) x) = Module.finrank ℂ ↥(levelSpace (siteBlock P S) x)
```

The message shows that `simpa` did only half of its work: the diagonal matrix of ones became `1`, but the product `siteBlock P S * 1` stayed.

The product sits inside the type whose dimension `Module.finrank` takes, and the instance arguments of `Module.finrank`, such as the module structure, depend on that type. In such a position `simp` can't use its ordinary congruence step and makes only definitional rewrites. `Matrix.diagonal_one` holds by definition, so it was applied; `Matrix.mul_one` is a proved equality that doesn't, so it was not.

The repair first proves the matrix equation `e` by itself, where no type depends on the product and `rw` can use both lemmas. Then `rw [← e]` puts the diagonal factor into the goal. This works because `rw` replaces every occurrence of `siteBlock P S` at once, including those inside the instance arguments. The goal is now the earlier theorem with all strengths equal to 1, and `exact` closes it.

The repair, with which the file compiles:

```diff
@@ -81,6 +81,8 @@
     Module.finrank ℂ (levelSpace (P * impurity S (fun _ => 1) * P) x) =
       Module.finrank ℂ (levelSpace (siteBlock P S) x) := by
-  have h := finrank_projected_impurity hP S (fun _ => 1) hx
-  simpa only [Matrix.diagonal_one, Matrix.mul_one] using h
+  have e : siteBlock P S * Matrix.diagonal (fun _ : S => (1 : ℂ)) = siteBlock P S := by
+    rw [Matrix.diagonal_one, Matrix.mul_one]
+  rw [← e]
+  exact finrank_projected_impurity hP S (fun _ => 1) hx
 
 end
```
